# The lower level of two coupled states is the least eigenvalue of their Hamiltonian

Two states with energies 0 and Δ > 0, coupled by a real number v, have the Hamiltonian with rows (0, v) and (v, Δ). The theorem `lowerLevel_isLeast` says that (Δ − √(Δ² + 4v²))/2 is the least eigenvalue of this matrix, an eigenvalue being a real μ with Hx = μx for some nonzero real vector x, which need not be normalised. The attempt first gives an explicit eigenvector for this value. It then shows that every eigenvalue satisfies μ² − Δμ − v² = 0, since otherwise both components of x would vanish, and from this equation it derives the lower bound.

This version doesn't compile in Lean 4 with Mathlib:

```lean
import Mathlib

open Filter Topology Matrix

namespace LowerLevelIsLeast

noncomputable section

/-- The Hamiltonian of two levels at energies `0` and `Δ`, coupled by `v`. -/
def twoLevel (Δ v : ℝ) : Matrix (Fin 2) (Fin 2) ℝ := !![0, v; v, Δ]

/-- The closed formula `(Δ - √(Δ² + 4v²)) / 2` for the lower level. -/
def lowerLevel (Δ v : ℝ) : ℝ := (Δ - √(Δ ^ 2 + 4 * v ^ 2)) / 2

/-- For a positive gap, `lowerLevel` is the least eigenvalue of the two-level Hamiltonian. -/
theorem lowerLevel_isLeast {Δ : ℝ} (hΔ : 0 < Δ) (v : ℝ) :
    IsLeast {μ : ℝ | ∃ x : Fin 2 → ℝ, x ≠ 0 ∧ twoLevel Δ v *ᵥ x = μ • x}
      (lowerLevel Δ v) := by
  have hs : √(Δ ^ 2 + 4 * v ^ 2) ^ 2 = Δ ^ 2 + 4 * v ^ 2 := Real.sq_sqrt (by positivity)
  have h0 := Real.sqrt_nonneg (Δ ^ 2 + 4 * v ^ 2)
  have eig : ∀ (μ : ℝ) (x : Fin 2 → ℝ), twoLevel Δ v *ᵥ x = μ • x ↔
      v * x 1 = μ * x 0 ∧ v * x 0 + Δ * x 1 = μ * x 1 := by
    intro μ x
    simp [funext_iff, Fin.forall_fin_two, twoLevel, Matrix.mulVec, dotProduct,
      Fin.sum_univ_two]
  constructor
  · -- an explicit eigenvector
    refine ⟨![Δ - lowerLevel Δ v, -v], ?_, (eig _ _).2 ⟨?_, ?_⟩⟩
    · intro h
      have h1 : Δ - lowerLevel Δ v = 0 := congrFun h 0
      unfold lowerLevel at h1
      linarith
    · show v * (-v) = lowerLevel Δ v * (Δ - lowerLevel Δ v)
      unfold lowerLevel
      linear_combination hs / 4
    · show v * (Δ - lowerLevel Δ v) + Δ * (-v) = lowerLevel Δ v * (-v)
      ring
  · -- every eigenvalue solves the secular equation
    rintro μ ⟨x, hx, h⟩
    obtain ⟨h1, h2⟩ := (eig μ x).1 h
    have hq : μ ^ 2 - Δ * μ - v ^ 2 = 0 := by
      by_contra hne
      apply hx
      have e0 : x 0 = 0 := by
        apply (mul_eq_zero.1 (?_ : (μ ^ 2 - Δ * μ - v ^ 2) * x 0 = 0)).resolve_left hne
        linear_combination (Δ - μ) * h1 + v * h2
      have e1 : x 1 = 0 := by
        apply (mul_eq_zero.1 (?_ : (μ ^ 2 - Δ * μ - v ^ 2) * x 1 = 0)).resolve_left hne
        linear_combination (-v) * h1 - μ * h2
      funext i
      fin_cases i
      · exact e0
      · exact e1
    have hb : |Δ - 2 * μ| ≤ √(Δ ^ 2 + 4 * v ^ 2) :=
      Real.abs_le_sqrt (by linarith [hq, sq_nonneg μ,
        (by ring : (Δ - 2 * μ) ^ 2 = Δ ^ 2 + 4 * (μ ^ 2 - Δ * μ))])
    have hc := le_abs_self (Δ - 2 * μ)
    unfold lowerLevel
    linarith

end

end LowerLevelIsLeast
```

Lean reports:

```
Main.lean:46:8: error: ring failed, ring expressions not equal
Δ : ℝ
hΔ : 0 < Δ
v : ℝ
hs : √(Δ ^ 2 + 4 * v ^ 2) ^ 2 = Δ ^ 2 + 4 * v ^ 2
h0 : 0 ≤ √(Δ ^ 2 + 4 * v ^ 2)
eig : ∀ (μ : ℝ) (x : Fin 2 → ℝ), twoLevel Δ v *ᵥ x = μ • x ↔ v * x 1 = μ * x 0 ∧ v * x 0 + Δ * x 1 = μ * x 1
μ : ℝ
x : Fin 2 → ℝ
hx : x ≠ 0
h : twoLevel Δ v *ᵥ x = μ • x
h1 : v * x 1 = μ * x 0
h2 : v * x 0 + Δ * x 1 = μ * x 1
hne : ¬μ ^ 2 - Δ * μ - v ^ 2 = 0
⊢ μ * v * x 1 * 2 - Δ * v * x 1 * 2 - v ^ 2 * x 0 * 2 = 0
Main.lean:24:52: warning: This simp argument is unused:
  Matrix.mulVec

Hint: Omit it from the simp argument list.
  [apply] simp [funext_iff, Fin.forall_fin_two, twoLevel, dotProduct, Fin.sum_univ_two]

Note: This linter can be disabled with `set_option linter.unusedSimpArgs false`
```

Diagnosis. The error is a wrong sign in the step that shows `x 0 = 0`. There `linear_combination` has to obtain `(μ ^ 2 - Δ * μ - v ^ 2) * x 0 = 0` from multiples of the two eigenvalue equations `h1` and `h2`. It subtracts the proposed combination from the goal and leaves `ring` to check that nothing remains.

Taking `(Δ - μ) * h1` away from the goal leaves μv·x₁ − Δv·x₁ − v²·x₀, which is −v times the difference of the two sides of `h2`. So `h2` must enter with the coefficient −v. With `+ v * h2` the remainder is doubled instead of cancelled, which is why every term in the message's last line carries a factor 2. Changing the plus to a minus makes the remainder zero.

The warning is a separate matter: `simp` did not use `Matrix.mulVec` in the proof of `eig`. Removing it, and putting the call on one line, is mere tidying.

The repair, with which the file compiles:

```diff
@@ -22,6 +22,5 @@
       v * x 1 = μ * x 0 ∧ v * x 0 + Δ * x 1 = μ * x 1 := by
     intro μ x
-    simp [funext_iff, Fin.forall_fin_two, twoLevel, Matrix.mulVec, dotProduct,
-      Fin.sum_univ_two]
+    simp [funext_iff, Fin.forall_fin_two, twoLevel, dotProduct, Fin.sum_univ_two]
   constructor
   · -- an explicit eigenvector
@@ -44,5 +43,5 @@
       have e0 : x 0 = 0 := by
         apply (mul_eq_zero.1 (?_ : (μ ^ 2 - Δ * μ - v ^ 2) * x 0 = 0)).resolve_left hne
-        linear_combination (Δ - μ) * h1 + v * h2
+        linear_combination (Δ - μ) * h1 - v * h2
       have e1 : x 1 = 0 := by
         apply (mul_eq_zero.1 (?_ : (μ ^ 2 - Δ * μ - v ^ 2) * x 1 = 0)).resolve_left hne
```
